# Orbital norms and dimension of the lowest Landau level on a monopole sphere

A spinless charged particle moves on a sphere with a magnetic monopole at its centre. The number of flux quanta through the surface is \(N = 0, 1, 2, \dots\); many texts write \(N_\phi\) or \(2S\) for it, and it is not a particle number. Which lowest-level wavefunctions can be normalized, and how many independent ones are there?

Let \(z = x + iy\) be the stereographic coordinate and \(d^2z = dx\,dy\). With the field direction and the gauge suitably chosen, a lowest-level wavefunction is a polynomial \(f(z)\) times the factor \((1+|z|^2)^{-N/2}\). The area element of the unit sphere is \(4\,d^2z/(1+|z|^2)^2\). Dropping the constant 4 gives the density per unit area of the plane,

\[ \rho_f(z) = \frac{|f(z)|^2}{(1+|z|^2)^{N+2}} . \]

This form of the wavefunctions is taken as given: it is not derived from the Hamiltonian. In Lean, \(f\) is an element of `ℂ[X]`, \(\rho_f\) is `density N f`, and "normalizable" means `Integrable` for Lebesgue measure on the plane.

In finite-size quantum Hall calculations on the sphere that keep only the lowest level, the number of independent normalizable wavefunctions is the size of the one-particle basis for spinless particles, with or without interactions.

```lean
import Mathlib

open MeasureTheory MeasureTheory.Measure Filter Set Polynomial
open scoped Nat Real Topology

namespace MonopoleSphere

noncomputable section

/-- Unnormalized density, per unit area of the stereographic plane, of the function
`f(z) (1 + |z|²)^(-N/2)` on the sphere, without the constant factor 4 of the area element:
`|f(z)|² / (1 + |z|²)^(N+2)`. -/
def density (N : ℕ) (f : ℂ[X]) (z : ℂ) : ℝ :=
  ‖f.eval z‖ ^ 2 / (1 + ‖z‖ ^ 2) ^ (N + 2)
```

## (a) The boundary term at infinity

Show that for natural \(j \le N\)

\[ \lim_{r\to\infty} \frac{r^{2j}}{(1+r^2)^{N+1}} = 0 . \]

**Solution.** Since \(1+r^2 \ge 1\), we have \(r^{2j} \le (1+r^2)^j \le (1+r^2)^N\). The quotient therefore lies between 0 and \(1/(1+r^2)\), which tends to 0. In Lean this is `squeeze_zero`, with the inequalities in the `calc` block.

```lean
/-- The boundary term `r^(2j) / (1 + r²)^(N+1)` of the radial integration by parts vanishes at
infinity when `j ≤ N`. -/
theorem boundary_term (N j : ℕ) (h : j ≤ N) :
    Tendsto (fun r : ℝ => r ^ (2 * j) / (1 + r ^ 2) ^ (N + 1)) atTop (𝓝 0) := by
  have hlim : Tendsto (fun r : ℝ => (1 + r ^ 2)⁻¹) atTop (𝓝 0) :=
    tendsto_inv_atTop_zero.comp
      (tendsto_atTop_add_const_left _ 1 (tendsto_pow_atTop two_ne_zero))
  refine squeeze_zero (fun r => ?_) (fun r => ?_) hlim
  · rw [pow_mul]
    positivity
  · rw [div_le_iff₀ (by positivity)]
    calc r ^ (2 * j) = (r ^ 2) ^ j := pow_mul _ _ _
      _ ≤ (1 + r ^ 2) ^ j := pow_le_pow_left₀ (sq_nonneg r) (by linarith) j
      _ ≤ (1 + r ^ 2) ^ N := pow_le_pow_right₀ (by nlinarith [sq_nonneg r]) h
      _ = (1 + r ^ 2)⁻¹ * (1 + r ^ 2) ^ (N + 1) := by
        rw [pow_succ' (1 + r ^ 2) N,
          inv_mul_cancel_left₀ (show (1 + r ^ 2 : ℝ) ≠ 0 by positivity)]
```

## (b) A radial antiderivative

Let \(m + k = N\). Find \(F_m\) with

\[ F_m'(r) = \frac{r^{2m+1}}{(1+r^2)^{N+2}}, \qquad F_m(0) = 0, \qquad \lim_{r\to\infty} F_m(r) = \frac{m!\,k!}{2(N+1)!} . \]

**Solution.** Keep \(N\) fixed and use induction on \(m\). For \(m = 0\), \(k = N\), take

\[ F_0(r) = \frac{1 - (1+r^2)^{-(N+1)}}{2(N+1)} , \]

whose limit is \(1/(2(N+1)) = 0!\,N!/(2(N+1)!)\).

For the step, let \(m+1+k = N\). Differentiate the boundary term and put everything over \((1+r^2)^{N+2}\):

\[ \frac{d}{dr}\frac{r^{2m+2}}{(1+r^2)^{N+1}} = \frac{(2m+2)\,r^{2m+1} - 2(N-m)\,r^{2m+3}}{(1+r^2)^{N+2}} . \]

Here \(N - m = k+1\), so

\[ F_{m+1}(r) = \frac{1}{2(k+1)}\left[(2m+2)F_m(r) - \frac{r^{2m+2}}{(1+r^2)^{N+1}}\right] \]

has the required derivative and vanishes at 0. By (a) the boundary term drops out at infinity, which leaves

\[ \frac{m+1}{k+1}\cdot\frac{m!\,(k+1)!}{2(N+1)!} = \frac{(m+1)!\,k!}{2(N+1)!} . \]

The Lean statement quantifies over `k` inside the induction, so the hypothesis is available at `k + 1`. The derivative identities are closed by `field_simp` and `ring`.

```lean
/-- For `m + k = N` the radial density `r^(2m+1) / (1 + r²)^(N+2)` has an antiderivative that
vanishes at the origin and tends to `m! k! / (2 (N+1)!)` at infinity. -/
theorem radial_antiderivative (N m : ℕ) : ∀ k : ℕ, m + k = N → ∃ F : ℝ → ℝ,
    (∀ r, HasDerivAt F (r ^ (2 * m + 1) / (1 + r ^ 2) ^ (N + 2)) r) ∧ F 0 = 0 ∧
    Tendsto F atTop (𝓝 ((m ! : ℝ) * (k ! : ℝ) / (2 * ((N + 1)! : ℝ)))) := by
  have hd : ∀ r : ℝ, HasDerivAt (fun r : ℝ => (1 + r ^ 2) ^ (N + 1))
      ((N + 1) * (1 + r ^ 2) ^ N * (2 * r)) r := by
    intro r
    have h1 : HasDerivAt (fun r : ℝ => 1 + r ^ 2) (2 * r) r := by
      simpa using (hasDerivAt_pow 2 r).const_add 1
    exact (h1.fun_pow (N + 1)).congr_deriv (by simp)
  have hne : ∀ r : ℝ, (1 + r ^ 2) ^ (N + 1) ≠ 0 := fun r => by positivity
  induction m with
  | zero =>
    intro k hk
    obtain rfl : k = N := by omega
    refine ⟨fun r => (1 - 1 / (1 + r ^ 2) ^ (k + 1)) / (2 * (k + 1)), fun r => ?_, by simp, ?_⟩
    · refine ((((hasDerivAt_const r (1 : ℝ)).fun_div (hd r) (hne r)).const_sub 1).div_const
        (2 * ((k : ℝ) + 1))).congr_deriv ?_
      field_simp
      ring
    · have hb : Tendsto (fun r : ℝ => 1 / (1 + r ^ 2) ^ (k + 1)) atTop (𝓝 0) := by
        simpa using boundary_term k 0 (Nat.zero_le k)
      have e : ((0 ! : ℕ) : ℝ) * (k ! : ℝ) / (2 * ((k + 1)! : ℝ))
          = (1 - 0) / (2 * ((k : ℝ) + 1)) := by
        rw [Nat.factorial_succ k, Nat.factorial_zero]
        push_cast
        field_simp
        ring
      rw [e]
      exact (hb.const_sub 1).div_const _
  | succ m ih =>
    intro k hk
    obtain ⟨F, hF, h0, hl⟩ := ih (k + 1) (by omega)
    have hN : (N : ℝ) = m + 1 + k := by
      rw [← hk]
      push_cast
      ring
    -- integration by parts raises the exponent `m` by one
    refine ⟨fun r => ((2 * m + 2) * F r - r ^ (2 * (m + 1)) / (1 + r ^ 2) ^ (N + 1))
      / (2 * (k + 1)), fun r => ?_, by simp [h0], ?_⟩
    · have hp : HasDerivAt (fun r : ℝ => r ^ (2 * (m + 1)))
          ((2 * m + 2) * r ^ (2 * m + 1)) r := by
        refine (hasDerivAt_pow (2 * (m + 1)) r).congr_deriv ?_
        rw [show 2 * (m + 1) - 1 = 2 * m + 1 by omega]
        push_cast
        ring
      refine ((((hF r).const_mul (2 * (m : ℝ) + 2)).fun_sub
        (hp.fun_div (hd r) (hne r))).div_const (2 * ((k : ℝ) + 1))).congr_deriv ?_
      rw [hN]
      field_simp
      ring
    · have e : ((m + 1)! : ℝ) * (k ! : ℝ) / (2 * ((N + 1)! : ℝ))
          = ((2 * (m : ℝ) + 2) * ((m ! : ℝ) * ((k + 1)! : ℝ) / (2 * ((N + 1)! : ℝ))) - 0)
            / (2 * ((k : ℝ) + 1)) := by
        rw [Nat.factorial_succ m, Nat.factorial_succ k]
        push_cast
        field_simp
        ring
      rw [e]
      exact ((hl.const_mul _).sub (boundary_term N (m + 1) (by omega))).div_const _
```

## (c) The norm of an orbital

For \(m \le N\), show that \(z^m\) is normalizable and that

\[ \int \frac{|z|^{2m}}{(1+|z|^2)^{N+2}}\,d^2z = \frac{\pi\,m!\,(N-m)!}{(N+1)!} . \]

**Solution.** In polar coordinates the integral is \(2\pi\int_0^\infty r^{2m+1}(1+r^2)^{-(N+2)}\,dr\). The integrand is nonnegative and its antiderivative has a finite limit, so the integral converges. Its value is \(2\pi\,[F_m(\infty) - F_m(0)]\), with \(k = N-m\) in (b). The squared norm of the orbital on the unit sphere is four times this integral, because the constant 4 of the area element was dropped.

Lean's radial formula, `integral_fun_norm_addHaar`, produces \(2\pi\) as the dimension 2 times the area \(\pi\) of the unit disc.

```lean
/-- For `m ≤ N` the density `|z|^(2m) / (1 + |z|²)^(N+2)` of the orbital `z^m` is integrable over
the plane, with integral `π m! (N-m)! / (N+1)!`. -/
theorem orbital_norm (N m : ℕ) (h : m ≤ N) :
    Integrable (fun z : ℂ => ‖z‖ ^ (2 * m) / (1 + ‖z‖ ^ 2) ^ (N + 2)) ∧
    ∫ z : ℂ, ‖z‖ ^ (2 * m) / (1 + ‖z‖ ^ 2) ^ (N + 2)
      = π * (m ! : ℝ) * ((N - m)! : ℝ) / ((N + 1)! : ℝ) := by
  obtain ⟨F, hF, h0, hl⟩ := radial_antiderivative N m (N - m) (by omega)
  have hpos : ∀ r ∈ Ioi (0 : ℝ), 0 ≤ r ^ (2 * m + 1) / (1 + r ^ 2) ^ (N + 2) := by
    intro r hr
    have hr' : 0 < r := hr
    positivity
  have hint := integrableOn_Ioi_deriv_of_nonneg' (fun r _ => hF r) hpos hl
  have hval := integral_Ioi_of_hasDerivAt_of_nonneg' (fun r _ => hF r) hpos hl
  have e : ∀ r : ℝ, r ^ (Module.finrank ℝ ℂ - 1) • (r ^ (2 * m) / (1 + r ^ 2) ^ (N + 2))
      = r ^ (2 * m + 1) / (1 + r ^ 2) ^ (N + 2) := by
    intro r
    rw [Complex.finrank_real_complex]
    change r ^ 1 * (r ^ (2 * m) / (1 + r ^ 2) ^ (N + 2)) = _
    ring
  constructor
  · refine (integrable_fun_norm_addHaar (μ := (volume : Measure ℂ))
      (f := fun r : ℝ => r ^ (2 * m) / (1 + r ^ 2) ^ (N + 2))).2 ?_
    simpa only [e] using hint
  · have key := integral_fun_norm_addHaar (μ := (volume : Measure ℂ))
      (f := fun r : ℝ => r ^ (2 * m) / (1 + r ^ 2) ^ (N + 2))
    simp only [e] at key
    have hv : (volume : Measure ℂ).real (Metric.ball 0 1) = π := by
      simp [Measure.real, Complex.volume_ball]
    rw [key, hval, h0, hv, Complex.finrank_real_complex, nsmul_eq_mul, smul_eq_mul]
    push_cast
    ring
```

## (d) An upper bound on growth

For \(\deg f \le N\), find a constant \(A\) such that for all \(z\)

\[ |f(z)|^2 \le A\,(1+|z|^2)^N . \]

**Solution.** Write \(f(z) = \sum_i a_i z^i\) and \(s = \sqrt{1+|z|^2}\). Then \(s \ge 1\) and \(|z| \le s\), so \(|f(z)| \le \sum_i |a_i||z|^i \le \left(\sum_i |a_i|\right)s^N\). Squaring gives the bound with \(A = \left(\sum_i |a_i|\right)^2\).

```lean
/-- A polynomial of degree at most `N` satisfies `|f(z)|² ≤ A (1 + |z|²)^N` on the whole plane,
for some constant `A`. -/
theorem growth_upper (N : ℕ) (f : ℂ[X]) (h : f.natDegree ≤ N) :
    ∃ A : ℝ, ∀ z : ℂ, ‖f.eval z‖ ^ 2 ≤ A * (1 + ‖z‖ ^ 2) ^ N := by
  refine ⟨(∑ i ∈ Finset.range (f.natDegree + 1), ‖f.coeff i‖) ^ 2, fun z => ?_⟩
  obtain ⟨s, h1, hs⟩ : ∃ s : ℝ, 1 ≤ s ∧ s ^ 2 = 1 + ‖z‖ ^ 2 :=
    ⟨√(1 + ‖z‖ ^ 2), (Real.le_sqrt' one_pos).2 (by nlinarith [sq_nonneg ‖z‖]),
      Real.sq_sqrt (by positivity)⟩
  have hz : ‖z‖ ≤ s := by nlinarith [norm_nonneg z]
  have hf : ‖f.eval z‖ ≤ (∑ i ∈ Finset.range (f.natDegree + 1), ‖f.coeff i‖) * s ^ N := by
    rw [eval_eq_sum_range, Finset.sum_mul]
    refine (norm_sum_le _ _).trans (Finset.sum_le_sum fun i hi => ?_)
    have hi' : i ≤ N := by
      have := Finset.mem_range.1 hi
      omega
    rw [norm_mul, norm_pow]
    exact mul_le_mul_of_nonneg_left ((pow_le_pow_left₀ (norm_nonneg z) hz i).trans
      (pow_le_pow_right₀ h1 hi')) (norm_nonneg _)
  refine (pow_le_pow_left₀ (norm_nonneg _) hf 2).trans_eq ?_
  rw [← hs]
  ring
```

## (e) A lower bound far out

For \(f \ne 0\) of degree \(d\), find \(c > 0\) and \(R \ge 1\) such that

\[ |f(z)| \ge c\,|z|^d \quad \text{whenever } |z| > R . \]

**Solution.** The reversed polynomial \(g(w) = \sum_i a_i w^{d-i}\) satisfies \(f(z) = z^d g(1/z)\) for \(z \neq 0\), and \(g(0) = a_d \ne 0\). By continuity there is a \(\delta > 0\) with \(|g(w)| > |a_d|/2\) for \(|w| < \delta\). Take \(c = |a_d|/2\) and \(R = \max(1, 1/\delta)\). In Lean, \(g\) is `f.reverse`.

```lean
/-- Far from the origin the absolute value of a nonzero polynomial is at least a positive constant
times `|z|^(deg f)`. -/
theorem growth_lower (f : ℂ[X]) (hf : f ≠ 0) : ∃ c > 0, ∃ R ≥ (1 : ℝ), ∀ z : ℂ, R < ‖z‖ →
    c * ‖z‖ ^ f.natDegree ≤ ‖f.eval z‖ := by
  have hl : 0 < ‖f.leadingCoeff‖ := norm_pos_iff.2 (leadingCoeff_ne_zero.2 hf)
  have h0 : ‖f.leadingCoeff‖ / 2 < ‖f.reverse.eval 0‖ := by
    rw [← coeff_zero_eq_eval_zero, coeff_zero_reverse]
    linarith
  have hc : Tendsto (fun w : ℂ => ‖f.reverse.eval w‖) (𝓝 0) (𝓝 ‖f.reverse.eval 0‖) :=
    f.reverse.continuous.norm.tendsto 0
  obtain ⟨δ, hδ, h⟩ := Metric.eventually_nhds_iff.1 (hc.eventually_const_lt h0)
  refine ⟨‖f.leadingCoeff‖ / 2, by positivity, max 1 δ⁻¹, le_max_left _ _, fun z hz => ?_⟩
  have hz0 : z ≠ 0 := norm_pos_iff.1 (by linarith [le_max_left 1 δ⁻¹])
  have hw : dist z⁻¹ 0 < δ := by
    rw [dist_zero_right, norm_inv]
    exact inv_lt_of_inv_lt₀ hδ ((le_max_right _ _).trans_lt hz)
  -- f(z) is z^(deg f) times the reversed polynomial at 1/z
  let := invertibleOfNonzero hz0
  have e := eval₂_reverse_mul_pow (RingHom.id ℂ) z f
  rw [invOf_eq_inv, eval₂_id, eval₂_id] at e
  rw [← e, norm_mul, norm_pow]
  exact mul_le_mul_of_nonneg_right (h hw).le (by positivity)
```

## (f) Which polynomials are normalizable

Show that

\[ \int \rho_f\,d^2z < \infty \iff \deg f \le N . \]

**Solution.** If \(\deg f \le N\), then (d) gives \(\rho_f \le A/(1+|z|^2)^2\), which is integrable by (c) with \(N = m = 0\).

If \(\deg f \ge N+1\), then (e) gives \(|f(z)| \ge c|z|^{N+1}\) for \(|z| > R \ge 1\). There also \(1+|z|^2 \le 2|z|^2\), so

\[ \rho_f(z) \ge \frac{c^2|z|^{2N+2}}{2^{N+2}|z|^{2N+4}} = \frac{c^2}{2^{N+2}|z|^2} . \]

The plane integral of \(|z|^{-2}\) over \(|z| > R\) is \(2\pi\int_R^\infty dr/r\), which diverges logarithmically.

Lean makes the cutoff at \(R\) with an `indicator` and reaches the contradiction through `not_integrableOn_Ioi_inv`. The zero polynomial has `natDegree` 0, so it falls on the normalizable side.

```lean
/-- With `N` flux quanta through the sphere, the density of a polynomial `f` is integrable exactly
when the degree of `f` is at most `N` (the zero polynomial counts as degree 0). -/
theorem normalizable_iff (N : ℕ) (f : ℂ[X]) :
    Integrable (density N f) ↔ f.natDegree ≤ N := by
  constructor
  · intro h
    by_contra hlt
    have hdeg : N + 1 ≤ f.natDegree := by omega
    have hf : f ≠ 0 := by
      rintro rfl
      simp at hdeg
    obtain ⟨c, hc, R, hR, hlow⟩ := growth_lower f hf
    -- the density dominates a multiple of 1/|z|² outside radius R
    have hg : Integrable (fun z : ℂ => (Ioi R).indicator (fun r : ℝ => (r ^ 2)⁻¹) ‖z‖) := by
      refine (h.const_mul (2 ^ (N + 2) / c ^ 2)).mono' ?_ (Eventually.of_forall fun z => ?_)
      · have hm : Measurable (fun r : ℝ => (r ^ 2)⁻¹) := by fun_prop
        exact ((hm.indicator measurableSet_Ioi).comp measurable_norm).aestronglyMeasurable
      by_cases hz : R < ‖z‖
      · rw [indicator_of_mem (mem_Ioi.2 hz), Real.norm_of_nonneg (by positivity)]
        have hr : 1 < ‖z‖ := by linarith
        have hr0 : 0 < ‖z‖ := by linarith
        have hF : c * ‖z‖ ^ (N + 1) ≤ ‖f.eval z‖ :=
          (mul_le_mul_of_nonneg_left (pow_le_pow_right₀ hr.le hdeg) hc.le).trans (hlow z hz)
        have hD : 1 + ‖z‖ ^ 2 ≤ 2 * ‖z‖ ^ 2 := by nlinarith
        calc (‖z‖ ^ 2)⁻¹ = 2 ^ (N + 2) / c ^ 2 *
              ((c * ‖z‖ ^ (N + 1)) ^ 2 / (2 * ‖z‖ ^ 2) ^ (N + 2)) := by
              rw [mul_pow, mul_pow]
              field_simp
              ring
          _ ≤ 2 ^ (N + 2) / c ^ 2 * (‖f.eval z‖ ^ 2 / (1 + ‖z‖ ^ 2) ^ (N + 2)) := by gcongr
      · rw [indicator_of_notMem (by simpa using hz), norm_zero]
        unfold density
        positivity
    have hr := (integrable_fun_norm_addHaar (μ := (volume : Measure ℂ))
      (f := (Ioi R).indicator (fun r : ℝ => (r ^ 2)⁻¹))).1 hg
    rw [Complex.finrank_real_complex] at hr
    -- the radial integral of 1/r diverges logarithmically
    refine not_integrableOn_Ioi_inv (a := R) ((hr.mono_set
      (Ioi_subset_Ioi (by linarith))).congr_fun (fun y hy => ?_) measurableSet_Ioi)
    have hy0 : y ≠ 0 := by
      have : R < y := hy
      linarith
    change y ^ 1 * (Ioi R).indicator (fun r : ℝ => (r ^ 2)⁻¹) y = y⁻¹
    rw [indicator_of_mem hy]
    field_simp
  · intro h
    obtain ⟨A, hA⟩ := growth_upper N f h
    have hI : Integrable (fun z : ℂ => 1 / (1 + ‖z‖ ^ 2) ^ 2) := by
      simpa using (orbital_norm 0 0 le_rfl).1
    have hcont : Continuous (density N f) :=
      (f.continuous.norm.pow 2).div (by fun_prop) (fun z => by positivity)
    refine (hI.const_mul A).mono' hcont.aestronglyMeasurable (Eventually.of_forall fun z => ?_)
    rw [Real.norm_of_nonneg (by unfold density; positivity)]
    unfold density
    rw [div_le_iff₀ (by positivity)]
    refine (hA z).trans_eq ?_
    rw [pow_add _ N 2]
    field_simp
```

## (g) The criterion for a single power

Show that for all natural \(N\) and \(m\)

\[ \int \frac{|z|^{2m}}{(1+|z|^2)^{N+2}}\,d^2z < \infty \iff m \le N , \]

with the value found in (c) when it is finite.

**Solution.** Put \(f = z^m\), of degree \(m\), in (f), and take the value from (c). Lean assigns the integral of a non-integrable function the value 0, so finiteness is stated through `Integrable` and the value only for `m ≤ N`.

```lean
/-- The plane integral of `|z|^(2m) / (1 + |z|²)^(N+2)` is finite exactly when `m ≤ N`, and then
equals `π m! (N-m)! / (N+1)!`. -/
theorem orbital_normalizable_iff (N m : ℕ) :
    (Integrable (fun z : ℂ => ‖z‖ ^ (2 * m) / (1 + ‖z‖ ^ 2) ^ (N + 2)) ↔ m ≤ N) ∧
    (m ≤ N → ∫ z : ℂ, ‖z‖ ^ (2 * m) / (1 + ‖z‖ ^ 2) ^ (N + 2)
      = π * (m ! : ℝ) * ((N - m)! : ℝ) / ((N + 1)! : ℝ)) := by
  refine ⟨?_, fun h => (orbital_norm N m h).2⟩
  have e : density N (X ^ m) = fun z : ℂ => ‖z‖ ^ (2 * m) / (1 + ‖z‖ ^ 2) ^ (N + 2) := by
    funext z
    rw [density, eval_pow, eval_X, norm_pow, ← pow_mul, mul_comm m 2]
  rw [← e, normalizable_iff, natDegree_X_pow]
```

## (h) The number of orbitals

Show that the normalizable polynomials form a complex vector space \(V_N\) with

\[ \dim_{\mathbb C} V_N = N+1 . \]

**Solution.** By (f), membership means \(\deg f \le N\). Sums and scalar multiples respect this bound, so \(V_N\) is a vector space, with basis \(1, z, \dots, z^N\).

The Lean definition selects polynomials by integrability; the degree bound enters only in the closure proofs.

```lean
/-- The lowest Landau level with `N` flux quanta: the complex vector space of polynomials whose
density has a finite integral. -/
def lowestLevel (N : ℕ) : Submodule ℂ ℂ[X] where
  carrier := {f : ℂ[X] | Integrable (density N f) (volume : Measure ℂ)}
  add_mem' ha hb := (normalizable_iff N _).2 (natDegree_add_le_of_degree_le
    ((normalizable_iff N _).1 ha) ((normalizable_iff N _).1 hb))
  zero_mem' := (normalizable_iff N _).2 (by simp)
  smul_mem' c f hf := (normalizable_iff N _).2
    ((natDegree_smul_le c f).trans ((normalizable_iff N _).1 hf))
```

The dimension follows by identifying this space with `degreeLT ℂ (N + 1)`, the polynomials of degree below \(N+1\).

```lean
/-- `N` flux quanta through the sphere give a lowest Landau level of dimension `N + 1`. -/
theorem finrank_lowestLevel (N : ℕ) : Module.finrank ℂ (lowestLevel N) = N + 1 := by
  have e : lowestLevel N = degreeLT ℂ (N + 1) := by
    ext f
    rw [mem_degreeLT, degree_lt_iff_coeff_zero]
    exact (normalizable_iff N f).trans natDegree_le_iff_coeff_eq_zero
  rw [e, (degreeLTEquiv ℂ (N + 1)).finrank_eq, Module.finrank_fin_fun]
```

## (i) The density of the filled level

Let \(I_m\) be the integral in (c). Show that the normalized orbital densities add up to

\[ \sum_{m=0}^{N} \frac{1}{I_m}\,\frac{|z|^{2m}}{(1+|z|^2)^{N+2}} = \frac{N+1}{\pi(1+|z|^2)^2} . \]

**Solution.** From (c), \(1/I_m = \frac{N+1}{\pi}\binom{N}{m}\). The binomial theorem gives \(\sum_m \binom{N}{m}|z|^{2m} = (1+|z|^2)^N\), which cancels \(N\) powers of the denominator.

Orbitals with different \(m\) are orthogonal, because the angular part of their overlap integral vanishes; the Lean code does not prove this. The sum is therefore the particle density when each orbital holds one fermion. Dividing by the area factor \(4/(1+|z|^2)^2\) gives \((N+1)/(4\pi)\) per unit area of the unit sphere, so the filled level is uniform. In Lean, `hterm` rewrites each summand with its binomial coefficient, and `add_pow` performs the sum.

```lean
/-- The normalized densities of the orbitals `z^m`, `m = 0, …, N`, add up to
`(N+1) / (π (1 + |z|²)²)`, a constant multiple of the area element of the sphere. -/
theorem filled_level_uniform (N : ℕ) (z : ℂ) :
    ∑ m ∈ Finset.range (N + 1), (‖z‖ ^ (2 * m) / (1 + ‖z‖ ^ 2) ^ (N + 2)) /
      (∫ w : ℂ, ‖w‖ ^ (2 * m) / (1 + ‖w‖ ^ 2) ^ (N + 2))
      = (N + 1) / (π * (1 + ‖z‖ ^ 2) ^ 2) := by
  have hterm : ∀ m ∈ Finset.range (N + 1), (‖z‖ ^ (2 * m) / (1 + ‖z‖ ^ 2) ^ (N + 2)) /
      (∫ w : ℂ, ‖w‖ ^ (2 * m) / (1 + ‖w‖ ^ 2) ^ (N + 2))
      = (N + 1) / (π * (1 + ‖z‖ ^ 2) ^ (N + 2)) *
        ((‖z‖ ^ 2) ^ m * 1 ^ (N - m) * (N.choose m : ℝ)) := by
    intro m hm
    have h : m ≤ N := Nat.lt_succ_iff.1 (Finset.mem_range.1 hm)
    rw [(orbital_norm N m h).2, Nat.cast_choose ℝ h, Nat.factorial_succ N, one_pow, pow_mul]
    push_cast
    field_simp
  -- the binomial theorem removes N powers of 1 + |z|²
  rw [Finset.sum_congr rfl hterm, ← Finset.mul_sum, ← add_pow, add_comm (‖z‖ ^ 2) 1,
    pow_add _ N 2]
  field_simp

end

end MonopoleSphere
```

```lean
#print axioms MonopoleSphere.orbital_normalizable_iff
#print axioms MonopoleSphere.finrank_lowestLevel
#print axioms MonopoleSphere.filled_level_uniform
```

```
'MonopoleSphere.orbital_normalizable_iff' depends on axioms: [propext, Classical.choice, Quot.sound]
'MonopoleSphere.finrank_lowestLevel' depends on axioms: [propext, Classical.choice, Quot.sound]
'MonopoleSphere.filled_level_uniform' depends on axioms: [propext, Classical.choice, Quot.sound]
```
